# The hydrogen-like 1s electron count on a uniform radial mesh with equal weights falls short of one by $Z^4h^4/15$ to leading order

## One electron on a radial mesh

A hydrogen-like ion with nuclear charge $Z$ has one electron. If its ground-state density is stored only at the radii $h, 2h, 3h, \dots$, integrals over space become sums over these points. A first check of such a mesh is to add up the density and see how close the total comes to one electron.

In atomic units the 1s density is $(Z^3/\pi)e^{-2Zr}$. Multiplying by the area $4\pi r^2$ of a sphere gives the radial density

$$\rho(r) = 4Z^3r^2e^{-2Zr}, \qquad \int_0^\infty \rho(r)\,dr = 4Z^3\cdot\frac{2}{(2Z)^3} = 1 .$$

Giving every mesh point the same weight $h$ replaces the integral by the count

$$N(h)=\sum_{n=0}^{\infty} h\,\rho\big((n+1)h\big).$$

The origin may be left out because $\rho(0)=0$. The question is how fast $N(h)$ approaches 1 as the spacing shrinks.

## The error law and two consequences

For every real $Z>0$, as $h\to0^+$,

$$\frac{1-N(h)}{h^4}\to\frac{Z^4}{15},\qquad \frac{1-N(2h)}{1-N(h)}\to 16,\qquad \frac{1}{h^4}\left(1-\frac{16N(h)-N(2h)}{15}\right)\to 0 .$$

These are the theorems `meshCount_error`, `error_ratio` and `richardson_error`. For this one-electron density on an infinite uniform mesh, the second limit gives a test of whether a calculation has reached its fourth-order regime, and the third shows that combining two spacings removes the leading error.

In the Lean file, `density1s Z r` is the density, `radialDensity Z r` is $\rho(r)$, and `meshCount Z h` is $N(h)$. The summation index is a natural number starting at 0, so the mesh point is `((n : ℝ) + 1) * h`. The notation `𝓝[>] 0` expresses that $h$ approaches zero through positive values, and `𝓝 (Z ^ 4 / 15)` names the limit.

The sum `∑'` has the value 0 in Lean when a series does not converge, so the definition of `meshCount` alone does not establish convergence. That is the job of `hasSum_mesh`, whose `HasSum` statement gives convergence together with the closed form for all $Z,h>0$.

The mesh has no outer cut-off, and the arithmetic is that of real numbers, without rounding. The three limits describe small $h$ and give no error bound at a particular spacing. The integral of $\rho$ does not occur in the file: the theorems compare the count with the number 1.

## Summing the mesh exactly

Put $a=Zh$, the spacing measured in units of the orbital's length $1/Z$, and $q=e^{-2a}$. Then $0<q<1$ and

$$N(h)=4a^3\sum_{n=0}^\infty (n+1)^2q^{n+1}.$$

Since $(n+1)^2=2\binom{n+2}{2}-(n+1)$, two binomial series give the sum:

$$\sum_{n=0}^\infty (n+1)^2q^{n+1}
= q\left(\frac{2}{(1-q)^3}-\frac{1}{(1-q)^2}\right)
=\frac{q(1+q)}{(1-q)^3}.$$

Now $1-q=2e^{-a}\sinh a$ and $q(1+q)=2e^{-3a}\cosh a$. The exponentials cancel in the quotient, which leaves

$$N(h)=4a^3\cdot\frac{2\cosh a}{8\sinh^3 a}=\frac{a^3\cosh a}{\sinh^3 a}.$$

The count therefore depends on $Z$ and $h$ only through their product.

## Expanding at small spacing

For $x>0$, define $s$, $v$ and $c$ by

$$\sinh x=x+\frac{x^3}{6}+x^5s,\qquad v=\frac16+x^2s,\qquad \cosh x=1+\frac{x^2}{2}+x^4c .$$

The Taylor series give $s\to1/120$, $v\to1/6$ and $c\to1/24$ as $x\to0^+$. With $D=1+x^2v$ we have $\sinh x=xD$, so

$$1-\frac{x^3\cosh x}{\sinh^3x}=\frac{D^3-\cosh x}{D^3}.$$

Expanding the cube and using $3x^2v=x^2/2+3x^4s$,

$$D^3=1+\frac{x^2}{2}+3x^4s+3x^4v^2+x^6v^3 .$$

The constant and quadratic terms cancel against those of $\cosh x$. Hence

$$\frac{1}{x^4}\left(1-\frac{x^3\cosh x}{\sinh^3x}\right)
=\frac{3s+3v^2+x^2v^3-c}{D^3}
\to\frac{3}{120}+\frac{3}{36}-\frac1{24}=\frac1{15}.$$

Setting $x=Zh$ and multiplying by $Z^4$ gives the error law.

For the doubled spacing,

$$\frac{1-N(2h)}{h^4}=16\,\frac{1-N(2h)}{(2h)^4}\to\frac{16Z^4}{15}.$$

Dividing this by the error law gives the ratio 16. Finally,

$$1-\frac{16N(h)-N(2h)}{15}=\frac{16\,(1-N(h))-(1-N(2h))}{15},$$

and after division by $h^4$ the two contributions on the right have equal limits, so their difference tends to zero.

## The complete Lean file

```lean
import Mathlib

open Filter Topology

namespace RadialMeshElectronCount

noncomputable section

/-- The electron density of the hydrogenic 1s orbital with nuclear charge `Z`, at radius `r`. -/
def density1s (Z r : ℝ) : ℝ := Z ^ 3 / Real.pi * Real.exp (-2 * Z * r)

/-- The radial density: the 1s density times the area of the sphere of radius `r`. -/
def radialDensity (Z r : ℝ) : ℝ := 4 * Real.pi * r ^ 2 * density1s Z r

/-- The electron count on the uniform radial mesh `h, 2h, 3h, …`, each point with weight `h`. -/
def meshCount (Z h : ℝ) : ℝ := ∑' n : ℕ, h * radialDensity Z (((n : ℝ) + 1) * h)

/-- The geometric series weighted by the squares of the mesh index, for a ratio `0 ≤ q < 1`. -/
theorem hasSum_sq_geometric {q : ℝ} (h0 : 0 ≤ q) (h1 : q < 1) :
    HasSum (fun n : ℕ => ((n : ℝ) + 1) ^ 2 * q ^ (n + 1)) (q * (1 + q) / (1 - q) ^ 3) := by
  have hq : ‖q‖ < 1 := by rwa [Real.norm_of_nonneg h0]
  have hne : 1 - q ≠ 0 := (sub_pos.2 h1).ne'
  -- (n+1)² is twice a binomial coefficient minus (n+1)
  have h := (((hasSum_choose_mul_geometric_of_norm_lt_one 2 hq).mul_left 2).sub
    (hasSum_choose_mul_geometric_of_norm_lt_one 1 hq)).mul_left q
  have hterm : ∀ n : ℕ, ((n : ℝ) + 1) ^ 2 * q ^ (n + 1)
      = q * (2 * (((n + 2).choose 2 : ℕ) * q ^ n) - ((n + 1).choose 1 : ℕ) * q ^ n) := by
    intro n
    rw [Nat.cast_choose_two, Nat.choose_one_right]
    push_cast
    ring
  have hval : q * (1 + q) / (1 - q) ^ 3
      = q * (2 * (1 / (1 - q) ^ (2 + 1)) - 1 / (1 - q) ^ (1 + 1)) := by
    field_simp
    ring
  rw [hval, funext hterm]
  exact h

/-- For positive charge and spacing the mesh sum converges, and its value depends only on the
product `Z * h`. -/
theorem hasSum_mesh {Z h : ℝ} (hZ : 0 < Z) (hh : 0 < h) :
    HasSum (fun n : ℕ => h * radialDensity Z (((n : ℝ) + 1) * h))
      ((Z * h) ^ 3 * Real.cosh (Z * h) / Real.sinh (Z * h) ^ 3) := by
  have ha : 0 < Z * h := mul_pos hZ hh
  have hF : 0 < Real.exp (-(Z * h)) := Real.exp_pos _
  have hF1 : Real.exp (-(Z * h)) < 1 := Real.exp_lt_one_iff.2 (by linarith)
  have hEF : Real.exp (Z * h) * Real.exp (-(Z * h)) = 1 := by
    rw [← Real.exp_add, add_neg_cancel, Real.exp_zero]
  have hS : Real.sinh (Z * h) ≠ 0 := (Real.sinh_pos_iff.2 ha).ne'
  have hs : 1 - Real.exp (-(Z * h)) ^ 2
      = Real.exp (-(Z * h)) * (2 * Real.sinh (Z * h)) := by
    rw [Real.sinh_eq]
    linear_combination -hEF
  have hc : Real.exp (-(Z * h)) ^ 2 * (1 + Real.exp (-(Z * h)) ^ 2)
      = Real.exp (-(Z * h)) ^ 3 * (2 * Real.cosh (Z * h)) := by
    rw [Real.cosh_eq]
    linear_combination (-Real.exp (-(Z * h)) ^ 2) * hEF
  have key := (hasSum_sq_geometric (sq_nonneg (Real.exp (-(Z * h))))
    (by nlinarith)).mul_left (4 * (Z * h) ^ 3)
  rw [hs, hc] at key
  have hterm : ∀ n : ℕ, h * radialDensity Z (((n : ℝ) + 1) * h)
      = 4 * (Z * h) ^ 3 * (((n : ℝ) + 1) ^ 2 * (Real.exp (-(Z * h)) ^ 2) ^ (n + 1)) := by
    intro n
    have he : Real.exp (-2 * Z * (((n : ℝ) + 1) * h))
        = (Real.exp (-(Z * h)) ^ 2) ^ (n + 1) := by
      rw [← pow_mul, ← Real.exp_nat_mul]
      congr 1
      push_cast
      ring
    have hpi : Real.pi * Real.pi⁻¹ = 1 := mul_inv_cancel₀ Real.pi_ne_zero
    rw [radialDensity, density1s, he]
    linear_combination
      (4 * h ^ 3 * ((n : ℝ) + 1) ^ 2 * Z ^ 3 * (Real.exp (-(Z * h)) ^ 2) ^ (n + 1)) * hpi
  have hval : (Z * h) ^ 3 * Real.cosh (Z * h) / Real.sinh (Z * h) ^ 3
      = 4 * (Z * h) ^ 3 * (Real.exp (-(Z * h)) ^ 3 * (2 * Real.cosh (Z * h))
        / (Real.exp (-(Z * h)) * (2 * Real.sinh (Z * h))) ^ 3) := by
    rw [← mul_div_assoc, div_eq_div_iff (pow_ne_zero 3 hS)
      (pow_ne_zero 3 (mul_ne_zero hF.ne' (mul_ne_zero two_ne_zero hS)))]
    ring
  rw [hval, funext hterm]
  exact key

/-- On `0 < x ≤ 1` the Taylor polynomials of sinh and cosh through fifth order are accurate
to within `x ^ 6`. -/
theorem sinh_cosh_taylor {x : ℝ} (hx : 0 < x) (hx1 : x ≤ 1) :
    |Real.sinh x - (x + x ^ 3 / 6 + x ^ 5 / 120)| ≤ x ^ 6 ∧
      |Real.cosh x - (1 + x ^ 2 / 2 + x ^ 4 / 24)| ≤ x ^ 6 := by
  have e : ∀ y : ℝ, |y| ≤ 1 →
      |Real.exp y - (1 + y + y ^ 2 / 2 + y ^ 3 / 6 + y ^ 4 / 24 + y ^ 5 / 120)|
        ≤ |y| ^ 6 * (7 / 4320) := by
    intro y hy
    have hb := Real.exp_bound hy (n := 6) (by norm_num)
    have hsum : ∑ m ∈ Finset.range 6, y ^ m / (m.factorial : ℝ)
        = 1 + y + y ^ 2 / 2 + y ^ 3 / 6 + y ^ 4 / 24 + y ^ 5 / 120 := by
      norm_num [Finset.sum_range_succ, Nat.factorial]
    rw [hsum] at hb
    refine hb.trans (le_of_eq ?_)
    norm_num [Nat.factorial]
  have p := e x (by rwa [abs_of_pos hx])
  have m := e (-x) (by rwa [abs_neg, abs_of_pos hx])
  rw [abs_of_pos hx, abs_le] at p
  rw [abs_neg, abs_of_pos hx, abs_le] at m
  obtain ⟨p1, p2⟩ := p
  obtain ⟨m1, m2⟩ := m
  have h6 : 0 < x ^ 6 := by positivity
  rw [Real.sinh_eq, Real.cosh_eq, abs_le, abs_le]
  refine ⟨⟨?_, ?_⟩, ⟨?_, ?_⟩⟩ <;> linarith

/-- A quantity that differs from `L` by at most `x` for `0 < x ≤ 1` tends to `L` as `x → 0+`. -/
theorem tendsto_of_near {f : ℝ → ℝ} {L : ℝ}
    (H : ∀ x, 0 < x → x ≤ 1 → |f x - L| ≤ x) : Tendsto f (𝓝[>] 0) (𝓝 L) := by
  rw [tendsto_iff_norm_sub_tendsto_zero]
  refine squeeze_zero' (Eventually.of_forall fun x => norm_nonneg _) ?_
    (tendsto_id.mono_left nhdsWithin_le_nhds)
  filter_upwards [Ioc_mem_nhdsGT (zero_lt_one' ℝ)] with x hx
  exact H x hx.1 hx.2

/-- In the dimensionless spacing `x`, one minus the closed-form count, divided by `x ^ 4`, tends to
`1/15` as `x → 0+`. -/
theorem dimensionless_error :
    Tendsto (fun x : ℝ => (1 - x ^ 3 * Real.cosh x / Real.sinh x ^ 3) / x ^ 4)
      (𝓝[>] 0) (𝓝 (1 / 15)) := by
  have hs : Tendsto (fun x : ℝ => (Real.sinh x - x - x ^ 3 / 6) / x ^ 5)
      (𝓝[>] 0) (𝓝 (1 / 120)) := by
    refine tendsto_of_near fun x hx hx1 => ?_
    have h5 : 0 < x ^ 5 := by positivity
    have e : (Real.sinh x - x - x ^ 3 / 6) / x ^ 5 - 1 / 120
        = (Real.sinh x - (x + x ^ 3 / 6 + x ^ 5 / 120)) / x ^ 5 := by
      field_simp
      ring
    rw [e, abs_div, abs_of_pos h5, div_le_iff₀ h5]
    exact (sinh_cosh_taylor hx hx1).1.trans (le_of_eq (by ring))
  have hc : Tendsto (fun x : ℝ => (Real.cosh x - 1 - x ^ 2 / 2) / x ^ 4)
      (𝓝[>] 0) (𝓝 (1 / 24)) := by
    refine tendsto_of_near fun x hx hx1 => ?_
    have h4 : 0 < x ^ 4 := by positivity
    have e : (Real.cosh x - 1 - x ^ 2 / 2) / x ^ 4 - 1 / 24
        = (Real.cosh x - (1 + x ^ 2 / 2 + x ^ 4 / 24)) / x ^ 4 := by
      field_simp
      ring
    rw [e, abs_div, abs_of_pos h4, div_le_iff₀ h4]
    refine (sinh_cosh_taylor hx hx1).2.trans ?_
    have h5 : 0 < x ^ 5 := by positivity
    nlinarith
  have hx : Tendsto (fun x : ℝ => x) (𝓝[>] 0) (𝓝 0) :=
    tendsto_id.mono_left nhdsWithin_le_nhds
  have hv := ((hx.pow 2).mul hs).const_add (1 / 6)
  have key := ((((hs.const_mul 3).add ((hv.pow 2).const_mul 3)).add
    ((hx.pow 2).mul (hv.pow 3))).sub hc).div
    ((((hx.pow 2).mul hv).const_add 1).pow 3) (by norm_num)
  have hL : (3 * (1 / 120) + 3 * (1 / 6 + 0 ^ 2 * (1 / 120)) ^ 2
      + 0 ^ 2 * (1 / 6 + 0 ^ 2 * (1 / 120)) ^ 3 - 1 / 24)
      / (1 + 0 ^ 2 * (1 / 6 + 0 ^ 2 * (1 / 120))) ^ 3 = (1 / 15 : ℝ) := by norm_num
  rw [← hL]
  refine key.congr' ?_
  -- with `sinh x = x * D` and `cosh x = C`, the claim reduces to `x ^ 4 * N = D ^ 3 - C`
  have alg : ∀ x D C N : ℝ, x ≠ 0 → D ≠ 0 → x ^ 4 * N = D ^ 3 - C →
      N / D ^ 3 = (1 - x ^ 3 * C / (x * D) ^ 3) / x ^ 4 := by
    intro x D C N hx hD h
    have hN : N = (D ^ 3 - C) / x ^ 4 := by
      rw [eq_div_iff (pow_ne_zero 4 hx)]
      linarith
    rw [hN]
    field_simp
  filter_upwards [self_mem_nhdsWithin] with x hx0
  have hxp : 0 < x := hx0
  have hxn : x ≠ 0 := hxp.ne'
  have h1 : Real.sinh x = x * (1 + x ^ 2 * (1 / 6 + x ^ 2 *
      ((Real.sinh x - x - x ^ 3 / 6) / x ^ 5))) := by
    field_simp
    ring
  have h2 : Real.cosh x = 1 + x ^ 2 / 2 + x ^ 4 *
      ((Real.cosh x - 1 - x ^ 2 / 2) / x ^ 4) := by
    field_simp
    ring
  have hS : Real.sinh x ≠ 0 := (Real.sinh_pos_iff.2 hxp).ne'
  simp only [Pi.div_apply]
  generalize (Real.sinh x - x - x ^ 3 / 6) / x ^ 5 = s at h1 ⊢
  generalize (Real.cosh x - 1 - x ^ 2 / 2) / x ^ 4 = c at h2 ⊢
  rw [h1] at hS
  rw [h1, h2]
  exact alg x _ _ _ hxn (right_ne_zero_of_mul hS) (by ring)

/-- **Fourth-order error law.** For `Z > 0`, one minus the electron count on the mesh, divided
by `h ^ 4`, tends to `Z ^ 4 / 15` as the spacing `h` tends to zero from above. -/
theorem meshCount_error {Z : ℝ} (hZ : 0 < Z) :
    Tendsto (fun h => (1 - meshCount Z h) / h ^ 4) (𝓝[>] 0) (𝓝 (Z ^ 4 / 15)) := by
  have hscale : Tendsto (fun h : ℝ => Z * h) (𝓝[>] 0) (𝓝[>] 0) := by
    refine tendsto_nhdsWithin_iff.2 ⟨?_, ?_⟩
    · have hc : Continuous fun h : ℝ => Z * h := by fun_prop
      have h0 := hc.tendsto 0
      rw [mul_zero] at h0
      exact h0.mono_left nhdsWithin_le_nhds
    · filter_upwards [self_mem_nhdsWithin] with h hh
      exact mul_pos hZ hh
  have key := (dimensionless_error.comp hscale).const_mul (Z ^ 4)
  rw [mul_one_div] at key
  refine key.congr' ?_
  filter_upwards [self_mem_nhdsWithin] with h hh
  have hhp : 0 < h := hh
  simp only [Function.comp_apply]
  rw [meshCount, (hasSum_mesh hZ hhp).tsum_eq]
  generalize (Z * h) ^ 3 * Real.cosh (Z * h) / Real.sinh (Z * h) ^ 3 = N
  field_simp

/-- For `Z > 0`, one minus the count at spacing `2h`, divided by `h ^ 4`, tends to
`16 * (Z ^ 4 / 15)` as `h → 0+`. -/
theorem doubled_mesh_error {Z : ℝ} (hZ : 0 < Z) :
    Tendsto (fun h => (1 - meshCount Z (2 * h)) / h ^ 4) (𝓝[>] 0)
      (𝓝 (16 * (Z ^ 4 / 15))) := by
  have hscale : Tendsto (fun h : ℝ => 2 * h) (𝓝[>] 0) (𝓝[>] 0) := by
    refine tendsto_nhdsWithin_iff.2 ⟨?_, ?_⟩
    · have hc : Continuous fun h : ℝ => 2 * h := by fun_prop
      have h0 := hc.tendsto 0
      rw [mul_zero] at h0
      exact h0.mono_left nhdsWithin_le_nhds
    · filter_upwards [self_mem_nhdsWithin] with h hh
      have hhp : 0 < h := hh
      exact mul_pos two_pos hhp
  refine (((meshCount_error hZ).comp hscale).const_mul 16).congr' ?_
  filter_upwards [self_mem_nhdsWithin] with h hh
  have hhn : h ≠ 0 := ne_of_gt hh
  simp only [Function.comp_apply]
  rw [mul_pow, show (2 : ℝ) ^ 4 = 16 by norm_num]
  field_simp

/-- **Convergence test.** For `Z > 0`, the ratio of the count errors at spacings `2h` and `h`
tends to 16 as `h → 0+`. -/
theorem error_ratio {Z : ℝ} (hZ : 0 < Z) :
    Tendsto (fun h => (1 - meshCount Z (2 * h)) / (1 - meshCount Z h)) (𝓝[>] 0) (𝓝 16) := by
  have hL : Z ^ 4 / 15 ≠ 0 := by positivity
  have key := (doubled_mesh_error hZ).div (meshCount_error hZ) hL
  rw [mul_div_cancel_right₀ _ hL] at key
  refine key.congr' ?_
  filter_upwards [self_mem_nhdsWithin] with h hh
  have hhn : h ≠ 0 := ne_of_gt hh
  exact div_div_div_cancel_right₀ (pow_ne_zero 4 hhn) _ _

/-- **Richardson extrapolation.** For `Z > 0`, the combination `(16 N(h) - N(2h)) / 15` of two
mesh counts differs from one by an error that vanishes faster than `h ^ 4` as `h → 0+`. -/
theorem richardson_error {Z : ℝ} (hZ : 0 < Z) :
    Tendsto (fun h => (1 - (16 * meshCount Z h - meshCount Z (2 * h)) / 15) / h ^ 4)
      (𝓝[>] 0) (𝓝 0) := by
  have key := (((meshCount_error hZ).const_mul 16).sub (doubled_mesh_error hZ)).const_mul (1 / 15)
  rw [sub_self, mul_zero] at key
  exact key.congr fun h => by ring

end

end RadialMeshElectronCount
```

```lean
#print axioms RadialMeshElectronCount.meshCount_error
#print axioms RadialMeshElectronCount.error_ratio
#print axioms RadialMeshElectronCount.richardson_error
```

```
'RadialMeshElectronCount.meshCount_error' depends on axioms: [propext, Classical.choice, Quot.sound]
'RadialMeshElectronCount.error_ratio' depends on axioms: [propext, Classical.choice, Quot.sound]
'RadialMeshElectronCount.richardson_error' depends on axioms: [propext, Classical.choice, Quot.sound]
```

## From the series to the closed form

`hasSum_sq_geometric` takes Mathlib's binomial series for lower indices 2 and 1, forms twice the first minus the second, and multiplies by $q$. Its `hterm` is the identity for $(n+1)^2$, and `hval` is the simplification of the resulting fractions.

`hasSum_mesh` applies this with $q$ written as the square of $e^{-a}$. The equations `hs` and `hc` are the two hyperbolic identities used above; both follow from $e^ae^{-a}=1$, which is `hEF`. A second `hterm` rewrites each mesh contribution as a term of the weighted geometric series, with the factors of $\pi$ cancelling.

## Controlling the Taylor remainders

`sinh_cosh_taylor` supplies the limits of $s$ and $c$. Mathlib's bound `Real.exp_bound` says that for $|y|\le1$ the exponential differs from its fifth-order polynomial by at most $7|y|^6/4320$. Taking $y=x$ and $y=-x$, then half the difference and half the sum, bounds the remainders of $\sinh$ and $\cosh$. The lemma states the simpler bound $x^6$.

Dividing by $x^5$ gives $|s-1/120|\le x$, and dividing by $x^4$ gives $|c-1/24|\le x^2\le x$ for $0<x\le1$. `tendsto_of_near` turns such estimates into limits by squeezing.

In `dimensionless_error`, the limits `hs`, `hc` and `hv` belong to $s$, $c$ and $v$. The term `key` combines them into the limit of the quotient with denominator $D^3$, and `hL` evaluates that limit as $1/15$. It remains to identify this quotient with the original expression for $x>0$. The equations `h1` and `h2` write $\sinh x$ and $\cosh x$ in terms of the remainders, `generalize` replaces the remainders by plain variables, and `alg` reduces the claim to the polynomial identity in which the low-order terms cancel. The final `ring` verifies that identity.

## Rescaling and combining the limits

`meshCount_error` composes the dimensionless limit with $h\mapsto Zh$. Its `hscale` shows that $Zh$ tends to zero through positive values, which uses $Z>0$. The closed form from `hasSum_mesh` then replaces `meshCount`, and `field_simp` accounts for the factor $Z^4$.

`doubled_mesh_error` composes this error law with $h\mapsto2h$ and multiplies by 16. `error_ratio` divides the two limits, which is allowed because $Z^4/15\ne0$, and cancels the common $h^4$. `richardson_error` subtracts the doubled-mesh limit from 16 times the error law, and `ring` matches the result to the extrapolated count.
